# The three Schwinger spin variances sum to at least half the mean boson number

Bosons shared between two modes, such as the two arms of an interferometer, can be described by a collective spin. Squeezing reduces the fluctuations of one spin component, which raises the question of how small the fluctuations of all three can be together.

Let $a,b$ annihilate bosons in two independent modes, with $[a,a^\dagger]=[b,b^\dagger]=1$ and all operators of different modes commuting. Put $n_a=a^\dagger a$, $n_b=b^\dagger b$, $N=n_a+n_b$, $K=a^\dagger b$, and
$$J_x=\tfrac12(K+K^\dagger),\quad J_y=\tfrac1{2i}(K-K^\dagger),\quad J_z=\tfrac12(n_a-n_b).$$
With $\mathrm{Var}(A)=\langle A^2\rangle-\langle A\rangle^2$, every unit vector $v$ in a common invariant domain of $a,b,a^\dagger,b^\dagger$ satisfies
$$\mathrm{Var}(J_x)+\mathrm{Var}(J_y)+\mathrm{Var}(J_z)\ge\tfrac12\langle N\rangle.$$

## From the Casimir identity to the bound

Moving $b$ past $b^\dagger$ gives $KK^\dagger=n_an_b+n_a$; exchanging the modes gives $K^\dagger K=n_bn_a+n_b$. Since $n_a$ and $n_b$ commute, $[K,K^\dagger]=n_a-n_b$, so
$$[J_x,J_y]=-\tfrac1{2i}[K,K^\dagger]=iJ_z.$$
The squares add up to
$$J_x^2+J_y^2+J_z^2=\tfrac12(KK^\dagger+K^\dagger K)+\tfrac14(n_a-n_b)^2=\tfrac14N^2+\tfrac12N.$$

Now write $z=\langle av,bv\rangle$, $p=\|av\|^2$ and $q=\|bv\|^2$. Moving adjoints across the inner product gives $\langle K\rangle=z$ and $\langle K^\dagger\rangle=\bar z$, hence
$$\langle J_x\rangle=\operatorname{Re}z,\quad\langle J_y\rangle=\operatorname{Im}z,\quad\langle J_z\rangle=\tfrac12(p-q),\quad\langle N\rangle=p+q.$$
The squared spin means sum to $|z|^2+\tfrac14(p-q)^2=|z|^2+\tfrac14\langle N\rangle^2-pq$. Subtracting this from the mean of the Casimir identity yields
$$\sum_k\mathrm{Var}(J_k)=\tfrac12\langle N\rangle+\tfrac14\mathrm{Var}(N)+\left(pq-|z|^2\right).$$

The last bracket is nonnegative by Cauchy–Schwarz. For a unit vector, $\langle N^2\rangle=\|Nv\|^2$ and $|\langle N\rangle|\le\|Nv\|$, so $\mathrm{Var}(N)\ge0$ as well. The bound follows, with equality exactly when both extra terms vanish: $v$ has a sharp boson number, and $av$ and $bv$ are linearly dependent.

## Two modes as an operator algebra

In Lean 4 with Mathlib:

```lean
import Mathlib

open scoped InnerProductSpace ComplexConjugate

namespace SchwingerBosonUncertainty

noncomputable section

section Algebra

variable {E : Type*} [AddCommGroup E] [Module ℂ E]
```

The modes are linear maps of a complex vector space `E` into itself, with product meaning composition. `ad` and `bd` stand for $a^\dagger$ and $b^\dagger$. The structure `TwoModes` postulates Bose statistics and the independence of the modes.

```lean
/-- The canonical commutation relations of two independent boson modes `a`, `b`
with creation operators `ad`, `bd`. -/
structure TwoModes (a ad b bd : Module.End ℂ E) : Prop where
  a_ad : a * ad = ad * a + 1
  b_bd : b * bd = bd * b + 1
  a_b : a * b = b * a
  a_bd : a * bd = bd * a
  b_ad : b * ad = ad * b
  ad_bd : ad * bd = bd * ad
```

The spin components and the boson number follow, in units with $\hbar=1$.

```lean
/-- The component `Jx = (a†b + b†a)/2`. -/
def Jx (a ad b bd : Module.End ℂ E) : Module.End ℂ E :=
  (1 / 2 : ℂ) • (ad * b + bd * a)

/-- The component `Jy = (a†b - b†a)/(2i)`. -/
def Jy (a ad b bd : Module.End ℂ E) : Module.End ℂ E :=
  (1 / (2 * Complex.I)) • (ad * b - bd * a)

/-- The component `Jz = (a†a - b†b)/2`. -/
def Jz (a ad b bd : Module.End ℂ E) : Module.End ℂ E :=
  (1 / 2 : ℂ) • (ad * a - bd * b)

/-- The total boson number `N = a†a + b†b`. -/
def number (a ad b bd : Module.End ℂ E) : Module.End ℂ E := ad * a + bd * b
```

The lemma `hop` is the formula for $KK^\dagger$, and `TwoModes.swap` supplies the one for $K^\dagger K$.

```lean
variable {a ad b bd : Module.End ℂ E}

private lemma inv_two_I : 1 / (2 * Complex.I) = -Complex.I / 2 := by
  rw [div_eq_iff (mul_ne_zero two_ne_zero Complex.I_ne_zero)]
  linear_combination Complex.I_mul_I

private lemma hop (h : TwoModes a ad b bd) :
    ad * b * (bd * a) = ad * a * (bd * b) + ad * a := by
  calc ad * b * (bd * a) = ad * (b * bd) * a := by noncomm_ring
    _ = ad * bd * (b * a) + ad * a := by rw [h.b_bd]; noncomm_ring
    _ = ad * (bd * a) * b + ad * a := by rw [← h.a_b]; noncomm_ring
    _ = ad * a * (bd * b) + ad * a := by rw [← h.a_bd]; noncomm_ring

private lemma TwoModes.swap (h : TwoModes a ad b bd) : TwoModes b bd a ad :=
  ⟨h.b_bd, h.a_ad, h.a_b.symm, h.b_ad, h.a_bd, h.ad_bd.symm⟩
```

In the next two proofs, `simp only` expands the products and inserts these formulas, and `module` compares coefficients. The commutator also needs $n_an_b=n_bn_a$, proved as `hc`.

```lean
/-- The Schwinger operators obey the angular momentum relation `[Jx, Jy] = i Jz`. -/
theorem commutator_Jx_Jy (h : TwoModes a ad b bd) :
    Jx a ad b bd * Jy a ad b bd - Jy a ad b bd * Jx a ad b bd
      = Complex.I • Jz a ad b bd := by
  -- the two mode populations commute
  have hc : ad * a * (bd * b) = bd * b * (ad * a) := by
    calc ad * a * (bd * b) = ad * (a * bd) * b := by noncomm_ring
      _ = (ad * bd) * (a * b) := by rw [h.a_bd]; noncomm_ring
      _ = bd * (ad * b) * a := by rw [h.ad_bd, h.a_b]; noncomm_ring
      _ = bd * b * (ad * a) := by rw [← h.b_ad]; noncomm_ring
  simp only [Jx, Jy, Jz, inv_two_I, smul_mul_smul_comm, mul_add, add_mul, mul_sub,
    sub_mul, hop h, hop h.swap, hc]
  module

/-- The total angular momentum is fixed by the boson number:
`Jx² + Jy² + Jz² = N²/4 + N/2`. -/
theorem casimir (h : TwoModes a ad b bd) :
    Jx a ad b bd * Jx a ad b bd + Jy a ad b bd * Jy a ad b bd
        + Jz a ad b bd * Jz a ad b bd
      = (1 / 4 : ℂ) • (number a ad b bd * number a ad b bd)
        + (1 / 2 : ℂ) • number a ad b bd := by
  have hII : (-Complex.I / 2) * (-Complex.I / 2) = -1 / 4 := by
    linear_combination (1 / 4) * Complex.I_mul_I
  simp only [Jx, Jy, Jz, number, inv_two_I, smul_mul_smul_comm, hII, mul_add, add_mul,
    mul_sub, sub_mul, hop h, hop h.swap]
  module

end Algebra
```

## Polynomials that satisfy the commutation relations

Differentiation and multiplication by a variable serve as annihilation and creation. The product rule gives the relations between derivatives and variables; the partial derivatives commute because their commutator vanishes on each variable.

```lean
private lemma twoModes_of_derivations {A : Type*} [CommRing A] [Algebra ℂ A]
    (D F : Derivation ℂ A A) (x y : A) (hDx : D x = 1) (hFy : F y = 1)
    (hDy : D y = 0) (hFx : F x = 0) (hDF : ∀ p, D (F p) = F (D p)) :
    TwoModes (E := A) D.toLinearMap (LinearMap.mulLeft ℂ x)
      F.toLinearMap (LinearMap.mulLeft ℂ y) := by
  constructor <;> apply LinearMap.ext <;> intro p
  · change D (x * p) = x * D p + p
    rw [Derivation.leibniz, hDx]
    simp only [smul_eq_mul, mul_one]
  · change F (y * p) = y * F p + p
    rw [Derivation.leibniz, hFy]
    simp only [smul_eq_mul, mul_one]
  · exact hDF p
  · change D (y * p) = y * D p
    rw [Derivation.leibniz, hDy, smul_zero, add_zero, smul_eq_mul]
  · change F (x * p) = x * F p
    rw [Derivation.leibniz, hFx, smul_zero, add_zero, smul_eq_mul]
  · change x * (y * p) = y * (x * p)
    ring

-- The Fock inner product on polynomials is not constructed in this file.
set_option maxHeartbeats 400000 in
open MvPolynomial in
/-- Partial derivatives and multiplication by the variables, on polynomials in two
variables, satisfy the commutation relations of two boson modes. -/
theorem twoModes_witness :
    TwoModes (E := MvPolynomial (Fin 2) ℂ)
      (pderiv 0).toLinearMap (LinearMap.mulLeft ℂ (X 0))
      (pderiv 1).toLinearMap (LinearMap.mulLeft ℂ (X 1)) := by
  have h01 : pderiv (0 : Fin 2) (X 1 : MvPolynomial (Fin 2) ℂ) = 0 :=
    pderiv_X_of_ne (by decide)
  have h10 : pderiv (1 : Fin 2) (X 0 : MvPolynomial (Fin 2) ℂ) = 0 :=
    pderiv_X_of_ne (by decide)
  have hD : ⁅(pderiv 0 : Derivation ℂ (MvPolynomial (Fin 2) ℂ) (MvPolynomial (Fin 2) ℂ)),
      (pderiv 1 : Derivation ℂ (MvPolynomial (Fin 2) ℂ) (MvPolynomial (Fin 2) ℂ))⁆ = 0 := by
    apply derivation_ext
    intro i
    fin_cases i <;> simp [Derivation.commutator_apply, h01, h10]
  refine twoModes_of_derivations (A := MvPolynomial (Fin 2) ℂ) (pderiv 0) (pderiv 1)
    (X 0) (X 1) (pderiv_X_self 0) (pderiv_X_self 1) h01 h10 (fun p => ?_)
  have hp := DFunLike.congr_fun hD p
  rw [Derivation.commutator_apply] at hp
  exact sub_eq_zero.1 hp
```

This example concerns the algebra alone. The Fock inner product, in which the monomials $x^my^n$ are orthogonal with squared norms $m!\,n!$, would supply the adjoint relations.

## Means, variances and adjoints

`E` now carries an inner product, conjugate-linear in its first argument. It need not be complete: it plays the role of a common invariant domain, which accommodates unbounded operators. A truncated Fock space does not qualify, since a trace argument excludes the commutation relations in finite nonzero dimension.

```lean
variable {E : Type*} [NormedAddCommGroup E] [InnerProductSpace ℂ E]

/-- The mean of an observable `A` in the state `v`, the real part of `⟨v, A v⟩`. -/
def mean (A : Module.End ℂ E) (v : E) : ℝ := (⟪v, A v⟫_ℂ).re

/-- The variance `⟨A²⟩ - ⟨A⟩²` in the state `v`. -/
def variance (A : Module.End ℂ E) (v : E) : ℝ := mean (A * A) v - mean A v ^ 2
```

Taking the real part loses nothing for the symmetric operators used here. The next lemmas give linearity of the mean, $\langle n_a\rangle=\|av\|^2$, and the adjoint relation read in reverse.

```lean
private lemma mean_add (A B : Module.End ℂ E) (v : E) :
    mean (A + B) v = mean A v + mean B v := by
  simp only [mean, LinearMap.add_apply, inner_add_right, Complex.add_re]

private lemma mean_smul (r : ℝ) (A : Module.End ℂ E) (v : E) :
    mean ((r : ℂ) • A) v = r * mean A v := by
  simp only [mean, LinearMap.smul_apply, inner_smul_right, Complex.re_ofReal_mul]

private lemma half_cast : (1 / 2 : ℂ) = ((1 / 2 : ℝ) : ℂ) := by push_cast; rfl

private lemma mean_mode {a ad : Module.End ℂ E}
    (ha : ∀ x y, ⟪a x, y⟫_ℂ = ⟪x, ad y⟫_ℂ) (v : E) : mean (ad * a) v = ‖a v‖ ^ 2 := by
  change (⟪v, ad (a v)⟫_ℂ).re = _
  rw [← ha]
  exact inner_self_eq_norm_sq (𝕜 := ℂ) (a v)

private lemma adj_symm {a ad : Module.End ℂ E}
    (ha : ∀ x y, ⟪a x, y⟫_ℂ = ⟪x, ad y⟫_ℂ) (u y : E) : ⟪ad u, y⟫_ℂ = ⟪u, a y⟫_ℂ := by
  rw [← inner_conj_symm (ad u) y, ← ha, inner_conj_symm]
```

The hypotheses `ha` and `hb` say that `ad` and `bd` are adjoint to `a` and `b` on `E`. With them, `mean_J` computes the three spin means.

```lean
variable {a ad b bd : Module.End ℂ E}

/-- The means of `Jx`, `Jy`, `Jz` are the real and imaginary parts of the coherence
`⟨a v, b v⟩` and half the population difference of the modes. -/
theorem mean_J (ha : ∀ x y, ⟪a x, y⟫_ℂ = ⟪x, ad y⟫_ℂ)
    (hb : ∀ x y, ⟪b x, y⟫_ℂ = ⟪x, bd y⟫_ℂ) (v : E) :
    mean (Jx a ad b bd) v = (⟪a v, b v⟫_ℂ).re ∧
    mean (Jy a ad b bd) v = (⟪a v, b v⟫_ℂ).im ∧
    mean (Jz a ad b bd) v = (‖a v‖ ^ 2 - ‖b v‖ ^ 2) / 2 := by
  have h1 : ⟪v, ad (b v)⟫_ℂ = ⟪a v, b v⟫_ℂ := (ha v (b v)).symm
  have h2 : ⟪v, bd (a v)⟫_ℂ = conj ⟪a v, b v⟫_ℂ := by rw [← hb, inner_conj_symm]
  refine ⟨?_, ?_, ?_⟩
  · simp only [mean, Jx, LinearMap.smul_apply, LinearMap.add_apply, Module.End.mul_apply,
      inner_smul_right, inner_add_right, h1, h2]
    rw [half_cast, Complex.re_ofReal_mul, Complex.add_re, Complex.conj_re]
    ring
  · simp only [mean, Jy, LinearMap.smul_apply, LinearMap.sub_apply, Module.End.mul_apply,
      inner_smul_right, inner_sub_right, h1, h2]
    generalize ⟪a v, b v⟫_ℂ = z
    have e : 1 / (2 * Complex.I) * (z - conj z)
        = ((1 / 2 : ℝ) : ℂ) * (-Complex.I * (z - conj z)) := by
      rw [inv_two_I, ← half_cast]; ring
    rw [e, Complex.re_ofReal_mul]
    simp only [Complex.mul_re, Complex.neg_re, Complex.neg_im, Complex.I_re, Complex.I_im,
      Complex.sub_re, Complex.sub_im, Complex.conj_re, Complex.conj_im]
    ring
  · have e : Jz a ad b bd = ((1 / 2 : ℝ) : ℂ) • (ad * a - bd * b) := by
      rw [Jz, half_cast]
    have hs : mean (ad * a - bd * b) v = mean (ad * a) v - mean (bd * b) v := by
      simp only [mean, LinearMap.sub_apply, inner_sub_right, Complex.sub_re]
    rw [e, mean_smul, hs, mean_mode ha, mean_mode hb]
    ring
```

## The exact identity and the case of equality

In `total_variance_eq`, `hC` is the mean of the Casimir identity and `hn` splits $|z|^2$ into real and imaginary parts; `linear_combination` does the remaining algebra. The identity holds for every vector, but `variance` is the physical variance only when $\|v\|=1$.

```lean
/-- The total spin variance equals `⟨N⟩/2 + Var(N)/4` plus the Cauchy-Schwarz deficit
of the vectors `a v` and `b v`. -/
theorem total_variance_eq (h : TwoModes a ad b bd)
    (ha : ∀ x y, ⟪a x, y⟫_ℂ = ⟪x, ad y⟫_ℂ)
    (hb : ∀ x y, ⟪b x, y⟫_ℂ = ⟪x, bd y⟫_ℂ) (v : E) :
    variance (Jx a ad b bd) v + variance (Jy a ad b bd) v + variance (Jz a ad b bd) v
      = mean (number a ad b bd) v / 2 + variance (number a ad b bd) v / 4
        + (‖a v‖ ^ 2 * ‖b v‖ ^ 2 - ‖⟪a v, b v⟫_ℂ‖ ^ 2) := by
  obtain ⟨hx, hy, hz⟩ := mean_J ha hb v
  have hN : mean (number a ad b bd) v = ‖a v‖ ^ 2 + ‖b v‖ ^ 2 := by
    rw [number, mean_add, mean_mode ha, mean_mode hb]
  have e4 : (1 / 4 : ℂ) = ((1 / 4 : ℝ) : ℂ) := by push_cast; rfl
  -- take the mean of the Casimir identity
  have hC : mean (Jx a ad b bd * Jx a ad b bd) v + mean (Jy a ad b bd * Jy a ad b bd) v
      + mean (Jz a ad b bd * Jz a ad b bd) v
      = 1 / 4 * mean (number a ad b bd * number a ad b bd) v
        + 1 / 2 * mean (number a ad b bd) v := by
    rw [← mean_add, ← mean_add, casimir h, mean_add, e4, half_cast, mean_smul, mean_smul]
  have hn : ‖⟪a v, b v⟫_ℂ‖ ^ 2 = (⟪a v, b v⟫_ℂ).re * (⟪a v, b v⟫_ℂ).re
      + (⟪a v, b v⟫_ℂ).im * (⟪a v, b v⟫_ℂ).im := by
    rw [Complex.sq_norm, Complex.normSq_apply]
  rw [hN] at hC
  simp only [variance, hx, hy, hz, hN]
  linear_combination hC + hn
```

The two nonnegativity statements use Cauchy–Schwarz, first for $v$ and $Nv$, then for $av$ and $bv$.

```lean
/-- The boson number has nonnegative variance in every unit vector. -/
theorem variance_number_nonneg (ha : ∀ x y, ⟪a x, y⟫_ℂ = ⟪x, ad y⟫_ℂ)
    (hb : ∀ x y, ⟪b x, y⟫_ℂ = ⟪x, bd y⟫_ℂ) {v : E} (hv : ‖v‖ = 1) :
    0 ≤ variance (number a ad b bd) v := by
  have hsym : ∀ w, ⟪v, number a ad b bd w⟫_ℂ = ⟪number a ad b bd v, w⟫_ℂ := by
    intro w
    simp only [number, LinearMap.add_apply, Module.End.mul_apply, inner_add_left,
      inner_add_right, ← ha, ← hb, adj_symm ha, adj_symm hb]
  have hsq : mean (number a ad b bd * number a ad b bd) v
      = ‖number a ad b bd v‖ ^ 2 := by
    change (⟪v, number a ad b bd (number a ad b bd v)⟫_ℂ).re = _
    rw [hsym]
    exact inner_self_eq_norm_sq (𝕜 := ℂ) _
  have hle : |mean (number a ad b bd) v| ≤ ‖number a ad b bd v‖ :=
    calc |mean (number a ad b bd) v| ≤ ‖⟪v, number a ad b bd v⟫_ℂ‖ :=
          Complex.abs_re_le_norm _
      _ ≤ ‖v‖ * ‖number a ad b bd v‖ := norm_inner_le_norm _ _
      _ = ‖number a ad b bd v‖ := by rw [hv, one_mul]
  have h2 := pow_le_pow_left₀ (abs_nonneg _) hle 2
  rw [sq_abs] at h2
  rw [variance, hsq]
  linarith

private lemma deficit_nonneg (x y : E) : 0 ≤ ‖x‖ ^ 2 * ‖y‖ ^ 2 - ‖⟪x, y⟫_ℂ‖ ^ 2 := by
  have h := pow_le_pow_left₀ (norm_nonneg _) (norm_inner_le_norm (𝕜 := ℂ) x y) 2
  rw [mul_pow] at h
  linarith
```

The bound now follows by `linarith`.

```lean
/-- In every unit vector the variances of the three Schwinger spin components add up
to at least half the mean boson number. -/
theorem total_variance_ge (h : TwoModes a ad b bd)
    (ha : ∀ x y, ⟪a x, y⟫_ℂ = ⟪x, ad y⟫_ℂ)
    (hb : ∀ x y, ⟪b x, y⟫_ℂ = ⟪x, bd y⟫_ℂ) {v : E} (hv : ‖v‖ = 1) :
    mean (number a ad b bd) v / 2 ≤
      variance (Jx a ad b bd) v + variance (Jy a ad b bd) v
        + variance (Jz a ad b bd) v := by
  rw [total_variance_eq h ha hb]
  linarith [variance_number_nonneg ha hb hv, deficit_nonneg (a v) (b v)]
```

For equality, two nonnegative terms with zero sum must each vanish, and taking square roots gives $|z|=\|av\|\,\|bv\|$.

```lean
/-- The bound is attained exactly when the boson number has zero variance and the
vectors `a v`, `b v` saturate the Cauchy-Schwarz inequality. -/
theorem total_variance_eq_iff (h : TwoModes a ad b bd)
    (ha : ∀ x y, ⟪a x, y⟫_ℂ = ⟪x, ad y⟫_ℂ)
    (hb : ∀ x y, ⟪b x, y⟫_ℂ = ⟪x, bd y⟫_ℂ) {v : E} (hv : ‖v‖ = 1) :
    variance (Jx a ad b bd) v + variance (Jy a ad b bd) v + variance (Jz a ad b bd) v
        = mean (number a ad b bd) v / 2 ↔
      variance (number a ad b bd) v = 0 ∧ ‖⟪a v, b v⟫_ℂ‖ = ‖a v‖ * ‖b v‖ := by
  rw [total_variance_eq h ha hb]
  have h1 := variance_number_nonneg ha hb hv
  have h2 := deficit_nonneg (a v) (b v)
  constructor
  · intro he
    refine ⟨by linarith, ?_⟩
    apply (sq_eq_sq₀ (norm_nonneg _) (by positivity)).1
    rw [mul_pow]
    linarith
  · rintro ⟨h3, h4⟩
    rw [h3, h4]
    ring

end

end SchwingerBosonUncertainty
```

For pure states of two ideal boson modes, squeezing can reduce the variance of one spin component, but the sum of all three variances never falls below $\langle N\rangle/2$.

```lean
#print axioms SchwingerBosonUncertainty.commutator_Jx_Jy
#print axioms SchwingerBosonUncertainty.total_variance_ge
#print axioms SchwingerBosonUncertainty.total_variance_eq_iff
```

```
'SchwingerBosonUncertainty.commutator_Jx_Jy' depends on axioms: [propext, Classical.choice, Quot.sound]
'SchwingerBosonUncertainty.total_variance_ge' depends on axioms: [propext, Classical.choice, Quot.sound]
'SchwingerBosonUncertainty.total_variance_eq_iff' depends on axioms: [propext, Classical.choice, Quot.sound]
```
